# Pair correlations of $N$-periodic spin chains have rank at most $\lfloor N/2\rfloor+1$

## Can more three-site structures separate two couplings?

Take spins $s_i=\pm1$ on a chain that repeats after three sites. The nearest-neighbour products in one period are $s_0s_1,\ s_1s_2,\ s_2s_0$. The second-neighbour products are $s_0s_2,\ s_1s_0,\ s_2s_1$, which are the same three numbers. If I fit a pair expansion to energies of such structures, the first two couplings enter only through their sum, however many structures I add. What happens for a general period $N$: how many pair terms can the data distinguish, and is there always a set of structures that distinguishes that many?

## Half the period sets the limit, and some structures reach it

More three-site structures don't help. For period $N\ge1$ and separations $r=0,\dots,R$, the correlation matrix has rank at most $L+1$, where $L=\min(R,\lfloor N/2\rfloor)$, and a suitable list of configurations attains this value. In a cluster expansion with a constant and pair terms on a chain, fitting energies per site of $N$-periodic structures therefore determines at most $L+1$ independent linear combinations of the coefficients, the constant included. For $N=3$ and $R=2$ these are the constant and the sum of the two couplings.

### Folding long separations back

Define

$$C_r(s)=\frac1N\sum_{i=0}^{N-1}s_is_{i+r}.$$

The column $r=0$ is constant, since $C_0=1$, and serves as the constant term of the expansion.

If $f$ has period $N$, moving the summation window by one site changes $\sum_{i=0}^{N-1}f(i)$ by $f(N)-f(0)=0$. Sums over one period are therefore translation invariant. Two kinds of aliasing follow.

- If $r=q+kN$, then $s_{i+r}=s_{i+q}$, so $C_r=C_q$.
- If $r+q=kN$, translating the sum for $q$ by $r$ sites gives
$$\sum_i s_is_{i+q}=\sum_i s_{i+r}s_{i+r+q}=\sum_i s_{i+r}s_i,$$
so again $C_r=C_q$.

Now let $t$ be the remainder of $r$ modulo $N$, so $0\le t<N$ and $t\le r$. If $t\le\lfloor N/2\rfloor$, take $q=t$; otherwise take $q=N-t$, which is at most $\lfloor N/2\rfloor$ and smaller than $t$. Either way $q\le\min(r,\lfloor N/2\rfloor)\le L$. Every column thus repeats one of the columns $0,\dots,L$, and the rank is at most $L+1$.

### Isolating one coupling with two spins

For $1\le d\le L$, set $s_0=a$ and $s_d=b$ with $a,b=\pm1$, put all other spins of the period up, and continue periodically. Form the alternating sum

$$D_d(r)=C_r^{++}-C_r^{+-}-C_r^{-+}+C_r^{--}.$$

A product $s_is_{i+r}$ that depends on at most one of the two signs cancels. A product equal to $ab$ contributes $4$. This happens for $i=0$ if $r\equiv d$, and for $i=d$ if $r\equiv-d$, modulo $N$. For $0\le r\le\lfloor N/2\rfloor$ both conditions force $r=d$, the second only when $d=N/2$. Hence $D_d(r)=0$ for $r\ne d$, while $D_d(d)=4/N$, or $8/N$ if $d=N/2$.

Suppose $\sum_{r=0}^{L}c_rC_r=0$ on all these probes and on the all-up configuration. The alternating sum gives $D_d(d)\,c_d=0$, so $c_d=0$ for every $d\ge1$. The all-up configuration then gives $c_0=0$. The columns $0,\dots,L$ are independent on this list, and the rank is $L+1$.

The same argument gives the same maximal rank for arbitrary real $N$-periodic site variables, such as displacements: aliasing uses only periodicity, and the spin probes remain available. The column $r=0$ is then the mean square of the variable and no longer a constant term.

### The statement in Lean

The final theorem is `max_rank_corrMatrix`. A configuration is a function `ℤ → ℝ`, and `IsSpinConfig N s` says that it has period $N$, not necessarily the smallest one, and values $\pm1$. `pairCorr N s r` is $C_r(s)$. `corrMatrix N R s` has one row for each of the `m` configurations and columns indexed by `Fin (R + 1)`, that is, $0,\dots,R$. The rank is taken over the reals, and `N / 2` is natural-number division, hence the floor.

The first half of the theorem bounds the rank for every finite list; the second provides a list with equality. A particular list may have lower rank, and the rank says nothing about how well conditioned a fit is. The model is one-dimensional and has neither a point term nor many-body clusters. All structures share the period $N$; for cells of different sizes, $N$ must be a common multiple, which weakens the bound.

```lean
import Mathlib

open Finset

namespace PairCorrelationAliasing

noncomputable section

/-- A spin configuration on the integer chain: every spin is `+1` or `-1`, and the pattern
repeats after `N` sites. -/
structure IsSpinConfig (N : ℕ) (s : ℤ → ℝ) : Prop where
  periodic : Function.Periodic s (N : ℤ)
  spin : ∀ i, s i = 1 ∨ s i = -1

/-- The pair correlation at separation `r`: the average of `s i * s (i + r)` over the sites
`0, ..., N - 1` of one period, for `N ≥ 1`. -/
def pairCorr (N : ℕ) (s : ℤ → ℝ) (r : ℕ) : ℝ :=
  (∑ i ∈ range N, s (i : ℤ) * s ((i : ℤ) + (r : ℤ))) / N

/-- The correlation matrix of a list of configurations, for `N ≥ 1`: one row for each
configuration and one column for each separation `0, ..., R`. -/
def corrMatrix (N R : ℕ) {m : ℕ} (s : Fin m → ℤ → ℝ) : Matrix (Fin m) (Fin (R + 1)) ℝ :=
  Matrix.of fun k r => pairCorr N (s k) r

/-- The sum of an `N`-periodic quantity over one period does not change under translation. -/
theorem sum_shift {N : ℕ} (f : ℤ → ℝ) (hf : ∀ i, f (i + (N : ℤ)) = f i) (k : ℕ) :
    ∑ i ∈ range N, f ((i : ℤ) + (k : ℤ)) = ∑ i ∈ range N, f (i : ℤ) := by
  induction k with
  | zero => simp
  | succ k ih =>
    -- moving by one site drops the first term and adds its periodic image
    have h : ∑ i ∈ range N, f (((i + 1 : ℕ) : ℤ) + (k : ℤ)) + f (((0 : ℕ) : ℤ) + (k : ℤ))
        = ∑ i ∈ range N, f ((i : ℤ) + (k : ℤ)) + f ((N : ℤ) + (k : ℤ)) :=
      (sum_range_succ' (fun i : ℕ => f ((i : ℤ) + (k : ℤ))) N).symm.trans
        (sum_range_succ (fun i : ℕ => f ((i : ℤ) + (k : ℤ))) N)
    have e : f ((N : ℤ) + (k : ℤ)) = f (((0 : ℕ) : ℤ) + (k : ℤ)) := by
      rw [add_comm (N : ℤ) (k : ℤ), hf, Nat.cast_zero, zero_add]
    have e2 : ∑ i ∈ range N, f ((i : ℤ) + ((k + 1 : ℕ) : ℤ))
        = ∑ i ∈ range N, f (((i + 1 : ℕ) : ℤ) + (k : ℤ)) :=
      sum_congr rfl fun i _ => by
        congr 1
        push_cast
        ring
    linarith

/-- Aliasing: in an `N`-periodic configuration two separations have the same pair correlation
if they differ by, or add up to, a multiple of `N`. -/
theorem pairCorr_alias {N : ℕ} {s : ℤ → ℝ} (hs : Function.Periodic s (N : ℤ)) {r q k : ℕ}
    (h : r = q + k * N ∨ r + q = k * N) : pairCorr N s r = pairCorr N s q := by
  rcases h with h | h
  · unfold pairCorr
    congr 1
    refine sum_congr rfl fun i _ => ?_
    have e : (i : ℤ) + (r : ℤ) = (i : ℤ) + (q : ℤ) + (k : ℤ) * (N : ℤ) := by
      rw [h]
      push_cast
      ring
    rw [e, hs.nat_mul k ((i : ℤ) + (q : ℤ))]
  · have hz : (r : ℤ) + (q : ℤ) = (k : ℤ) * (N : ℤ) := by exact_mod_cast h
    -- translate the sum for `q` by `r` sites
    have g : ∑ i ∈ range N, s ((i : ℤ) + (r : ℤ)) * s ((i : ℤ) + (r : ℤ) + (q : ℤ))
        = ∑ i ∈ range N, s (i : ℤ) * s ((i : ℤ) + (q : ℤ)) :=
      sum_shift (fun x => s x * s (x + (q : ℤ))) (fun x => by
        show s (x + (N : ℤ)) * s (x + (N : ℤ) + (q : ℤ)) = s x * s (x + (q : ℤ))
        rw [hs x, add_right_comm x (N : ℤ) (q : ℤ), hs (x + (q : ℤ))]) r
    unfold pairCorr
    rw [← g]
    congr 1
    refine sum_congr rfl fun i _ => ?_
    have e : (i : ℤ) + (r : ℤ) + (q : ℤ) = (i : ℤ) + (k : ℤ) * (N : ℤ) := by linarith
    rw [e, hs.nat_mul k (i : ℤ)]
    exact mul_comm _ _

/-- For a period `N ≥ 1`, every separation `r` is aliased to one that exceeds neither `r` nor
half the period. -/
theorem exists_short_alias {N : ℕ} (hN : 0 < N) (r : ℕ) :
    ∃ q k : ℕ, q ≤ min r (N / 2) ∧ (r = q + k * N ∨ r + q = k * N) := by
  obtain ⟨a, b, ha, hr⟩ : ∃ a b : ℕ, a < N ∧ r = a + b * N :=
    ⟨r % N, r / N, Nat.mod_lt r hN, (Nat.mod_add_div' r N).symm⟩
  by_cases h : a ≤ N / 2
  · exact ⟨a, b, by omega, Or.inl hr⟩
  · have e : (b + 1) * N = b * N + N := by ring
    exact ⟨N - a, b + 1, by omega, Or.inr (by omega)⟩

/-- A probe configuration, for `d < N`: site `0` has the sign given by `a`, site `d` the sign given
by `b`, all other sites of the period are up; if `d = 0`, `a` decides. -/
def probe (N d : ℕ) (a b : Bool) (i : ℤ) : ℝ :=
  if i % (N : ℤ) = 0 then (bif a then 1 else -1)
  else if i % (N : ℤ) = (d : ℤ) then (bif b then 1 else -1) else 1

/-- Every probe is an `N`-periodic spin configuration. -/
theorem probe_isSpinConfig (N d : ℕ) (a b : Bool) : IsSpinConfig N (probe N d a b) := by
  refine ⟨fun i => by simp [probe], fun i => ?_⟩
  unfold probe
  cases a <;> cases b <;> split_ifs <;> simp

/-- The alternating sum of the pair correlations at separation `r` over the four sign choices of the
probe with sites `0` and `d`, for `d < N`. -/
def probeSignal (N d r : ℕ) : ℝ :=
  pairCorr N (probe N d true true) r - pairCorr N (probe N d true false) r
    - pairCorr N (probe N d false true) r + pairCorr N (probe N d false false) r

/-- For `0 < d < N` the probe signal counts, with weight `4 / N`, the bonds of length `r` starting
in one period that join a periodic image of site `0` and one of site `d`, in either order. -/
theorem probeSignal_eq {N d : ℕ} (hd : 0 < d) (r : ℕ) :
    probeSignal N d r = (∑ i ∈ range N, 4 *
      ((if (i : ℤ) % (N : ℤ) = 0 ∧ ((i : ℤ) + (r : ℤ)) % (N : ℤ) = (d : ℤ) then (1 : ℝ) else 0)
      + (if (i : ℤ) % (N : ℤ) = (d : ℤ) ∧ ((i : ℤ) + (r : ℤ)) % (N : ℤ) = 0
          then (1 : ℝ) else 0))) / N := by
  unfold probeSignal pairCorr
  rw [← sub_div, ← sub_div, ← add_div, ← sum_sub_distrib, ← sum_sub_distrib,
    ← sum_add_distrib]
  congr 1
  refine sum_congr rfl fun i _ => ?_
  simp only [probe, cond_true, cond_false]
  generalize (i : ℤ) % (N : ℤ) = u
  generalize ((i : ℤ) + (r : ℤ)) % (N : ℤ) = v
  split_ifs <;> first | omega | norm_num

/-- For `0 < d ≤ N / 2`, the probe signal is positive at separation `d` and vanishes at every other
separation up to half the period. -/
theorem probeSignal_isolates {N d : ℕ} (hd : 0 < d) (hdN : d ≤ N / 2) :
    (∀ r ≤ N / 2, r ≠ d → probeSignal N d r = 0) ∧ 0 < probeSignal N d d := by
  constructor
  · intro r hr hne
    rw [probeSignal_eq hd, sum_eq_zero, zero_div]
    intro i hi
    have hi' := mem_range.1 hi
    have h1 : (i : ℤ) % (N : ℤ) = i := Int.emod_eq_of_lt (by omega) (by omega)
    have h2 : (r : ℤ) % (N : ℤ) = r := Int.emod_eq_of_lt (by omega) (by omega)
    have A : ¬((i : ℤ) % (N : ℤ) = 0 ∧ ((i : ℤ) + (r : ℤ)) % (N : ℤ) = (d : ℤ)) := by
      rintro ⟨h0, h⟩
      rw [h1] at h0
      rw [h0, zero_add, h2] at h
      omega
    have B : ¬((i : ℤ) % (N : ℤ) = (d : ℤ) ∧ ((i : ℤ) + (r : ℤ)) % (N : ℤ) = 0) := by
      rintro ⟨h0, h⟩
      rw [h1] at h0
      have e : ((i : ℤ) + (r : ℤ)) % (N : ℤ) = (i : ℤ) + (r : ℤ) :=
        Int.emod_eq_of_lt (by omega) (by omega)
      rw [e] at h
      omega
    rw [if_neg A, if_neg B]
    norm_num
  · have hN : 0 < N := by omega
    have e : (d : ℤ) % (N : ℤ) = d := Int.emod_eq_of_lt (by omega) (by omega)
    have A : ((0 : ℕ) : ℤ) % (N : ℤ) = 0 ∧
        (((0 : ℕ) : ℤ) + (d : ℤ)) % (N : ℤ) = (d : ℤ) :=
      ⟨by simp, by rw [Nat.cast_zero, zero_add]; exact e⟩
    rw [probeSignal_eq hd]
    refine div_pos (sum_pos' (fun i _ => ?_) ⟨0, mem_range.2 hN, ?_⟩) (Nat.cast_pos.2 hN)
    · split_ifs <;> norm_num
    · rw [if_pos A]
      split_ifs <;> norm_num

/-- For `N ≥ 1`, pair couplings of range `L`, at most half the period, all vanish if they give
zero energy on every probe configuration with `d ≤ L`. -/
theorem couplings_eq_zero {N L : ℕ} (hN : 0 < N) (hL : L ≤ N / 2) (c : Fin (L + 1) → ℝ)
    (h : ∀ d ≤ L, ∀ a b, ∑ r : Fin (L + 1), pairCorr N (probe N d a b) r * c r = 0) :
    c = 0 := by
  have key : ∀ d : Fin (L + 1), d ≠ 0 → c d = 0 := by
    intro d hd
    have hd0 : 0 < (d : ℕ) := Nat.pos_of_ne_zero fun h0 => hd (Fin.ext h0)
    have hdL : (d : ℕ) ≤ L := Nat.lt_succ_iff.1 d.2
    obtain ⟨hz, hp⟩ := probeSignal_isolates hd0 (hdL.trans hL)
    have e : ∑ r : Fin (L + 1), probeSignal N d r * c r = 0 := by
      simp only [probeSignal, add_mul, sub_mul, sum_add_distrib, sum_sub_distrib]
      linarith [h d hdL true true, h d hdL true false, h d hdL false true,
        h d hdL false false]
    rw [sum_eq_single d (fun r _ hr => by
      rw [hz r ((Nat.lt_succ_iff.1 r.2).trans hL) (fun h' => hr (Fin.ext h')), zero_mul])
      (by simp)] at e
    exact (mul_eq_zero.1 e).resolve_left hp.ne'
  -- the ferromagnetic configuration fixes the remaining constant term
  have hone : pairCorr N (probe N 0 true true) ((0 : Fin (L + 1)) : ℕ) = 1 := by
    have hN' : (N : ℝ) ≠ 0 := Nat.cast_ne_zero.2 hN.ne'
    simp [pairCorr, probe, hN']
  have h0 := h 0 (Nat.zero_le L) true true
  rw [sum_eq_single 0 (fun r _ hr => by rw [key r hr, mul_zero]) (by simp), hone,
    one_mul] at h0
  funext d
  by_cases hd : d = 0
  · rw [hd]
    exact h0
  · exact key d hd

/-- Selecting columns of a matrix, with repetition allowed, does not increase its rank. -/
theorem rank_select {m p q : ℕ} (A : Matrix (Fin m) (Fin p) ℝ) (f : Fin q → Fin p) :
    (A.submatrix id f).rank ≤ A.rank := by
  have h : A.submatrix id f = A * Matrix.of (fun i j => if i = f j then (1 : ℝ) else 0) := by
    ext i j
    simp [Matrix.mul_apply]
  rw [h]
  exact Matrix.rank_mul_le_left _ _

/-- For period `N ≥ 1` and separations `0, ..., R`, the correlation matrix of any finite list
of spin configurations has rank at most `min R ⌊N/2⌋ + 1`, and some list attains this rank. -/
theorem max_rank_corrMatrix {N : ℕ} (hN : 0 < N) (R : ℕ) :
    (∀ (m : ℕ) (s : Fin m → ℤ → ℝ), (∀ k, IsSpinConfig N (s k)) →
      (corrMatrix N R s).rank ≤ min R (N / 2) + 1) ∧
    ∃ (m : ℕ) (s : Fin m → ℤ → ℝ), (∀ k, IsSpinConfig N (s k)) ∧
      (corrMatrix N R s).rank = min R (N / 2) + 1 := by
  have ub : ∀ (m : ℕ) (s : Fin m → ℤ → ℝ), (∀ k, IsSpinConfig N (s k)) →
      (corrMatrix N R s).rank ≤ min R (N / 2) + 1 := by
    intro m s hs
    choose q k hq hk using exists_short_alias hN
    -- every column repeats one of the short-range columns
    have e : corrMatrix N R s = (corrMatrix N (min R (N / 2)) s).submatrix id
        (fun r : Fin (R + 1) => ⟨q r, by have := hq r; have := r.2; omega⟩) := by
      ext i r
      exact pairCorr_alias (hs i).periodic (hk r)
    rw [e]
    refine (rank_select _ _).trans ((Matrix.rank_le_card_width _).trans ?_)
    rw [Fintype.card_fin]
  refine ⟨ub, ?_⟩
  -- list all probes
  obtain ⟨m, s, hs, hall⟩ : ∃ (m : ℕ) (s : Fin m → ℤ → ℝ), (∀ k, IsSpinConfig N (s k)) ∧
      ∀ d ≤ min R (N / 2), ∀ a b, ∃ k, s k = probe N d a b := by
    let e := Fintype.equivFin (Fin (min R (N / 2) + 1) × Bool × Bool)
    exact ⟨_, fun k => probe N (e.symm k).1 (e.symm k).2.1 (e.symm k).2.2,
      fun k => probe_isSpinConfig _ _ _ _,
      fun d hd a b => ⟨e (⟨d, Nat.lt_succ_of_le hd⟩, a, b), by simp⟩⟩
  have inj : Function.Injective (corrMatrix N (min R (N / 2)) s).mulVecLin := by
    rw [injective_iff_map_eq_zero]
    intro c hc
    refine couplings_eq_zero hN (min_le_right _ _) c fun d hd a b => ?_
    obtain ⟨k, hk⟩ := hall d hd a b
    rw [← hk]
    exact congrFun hc k
  have hr : (corrMatrix N (min R (N / 2)) s).rank = min R (N / 2) + 1 := by
    rw [Matrix.rank, LinearMap.finrank_range_of_inj inj, Module.finrank_fin_fun]
  exact ⟨m, s, hs, le_antisymm (ub m s hs) (hr.symm.le.trans
    (rank_select (corrMatrix N R s)
      (fun j : Fin (min R (N / 2) + 1) => ⟨j, by have := j.2; omega⟩)))⟩

end

end PairCorrelationAliasing
```

```lean
#print axioms PairCorrelationAliasing.max_rank_corrMatrix
```

```
'PairCorrelationAliasing.max_rank_corrMatrix' depends on axioms: [propext, Classical.choice, Quot.sound]
```

### From the lemmas to the rank

`sum_shift` proves translation invariance by induction on the shift, splitting off the first and the last term of a sum over $N+1$ sites. `pairCorr_alias` treats the two kinds of aliasing, and `exists_short_alias` finds $q$ from the remainder of $r$ modulo $N$.

`probe` encodes the signs as Booleans, with `true` for up. `probeSignal` is $D_d(r)$. In `probeSignal_eq`, the residues of $i$ and $i+r$ are replaced by variables, `split_ifs` separates the cases, and `omega` or `norm_num` closes each one. `probeSignal_isolates` then uses the bounds on $r$ and $d$ to show that only $r=d$ survives. `couplings_eq_zero` combines the four probe equations with `linarith` and finishes with the all-up configuration.

`rank_select` writes a selection of columns as multiplication by a 0–1 matrix, which cannot raise the rank. The main proof uses it twice. For the upper bound, the full matrix is a selection from the columns $0,\dots,L$, whose number bounds the rank. For equality, all probes with $d\le L$ are listed; `couplings_eq_zero` makes the narrow matrix injective, so its rank is $L+1$. Since its columns are selected from the full matrix, the full rank is at least $L+1$, and `le_antisymm` joins the two bounds.
